# For Hermitian $H$ and absorption $B$, the finite-site scattering matrix has unitarity deficit $W^\dagger G^\dagger B G W$

In my tight-binding transport code I solve for the Green function at one energy, build the scattering matrix from it, and test $S^\dagger S$ against the identity. With an absorbing potential switched on, the test can fail, and I want to know by exactly how much.

The system has a Hermitian Hamiltonian $H$ on finitely many sites, a matrix $W$ coupling the sites to the channels, and a positive semidefinite absorption matrix $B$. With
$$G=\Big(E-H+\tfrac{i}{2}(WW^\dagger+B)\Big)^{-1},\qquad S=1-iW^\dagger G W,$$
I expect the missing flux to be what $B$ absorbs:
$$1-S^\dagger S=W^\dagger G^\dagger B\,G W .$$
Then $S$ could never amplify, and it would be unitary for $B=0$. Can this be made rigorous and checked by machine, including the question of when $G$ exists?

## Absorbed flux from the anti-Hermitian part of $G^{-1}$

Yes. Write $A=E-H+\tfrac{i}{2}(WW^\dagger+B)$, with $E$ real. Since $H$ and $B$ are Hermitian, taking the adjoint only flips the sign of the last term, so
$$A-A^\dagger=i(WW^\dagger+B).$$

The Green function satisfies $AG=1$, hence also $G^\dagger A^\dagger=1$. Inserting these two identities gives
$$G^\dagger-G=G^\dagger(AG)-(G^\dagger A^\dagger)G=G^\dagger(A-A^\dagger)G=i\,G^\dagger(WW^\dagger+B)G .$$

Now set $X=W^\dagger G^\dagger W$, $Y=W^\dagger G W$ and $D=W^\dagger G^\dagger B G W$. Multiplying the last equation by $W^\dagger$ on the left and $W$ on the right gives $X-Y=i(XY+D)$. Therefore
$$S^\dagger S=(1+iX)(1-iY)=1+i(X-Y)+XY=1-XY-D+XY=1-D .$$
The channel term cancels and the absorption term remains.

For incoming amplitudes $a$, let $\psi=GWa$ be the internal state they excite. Taking the expectation value of the identity in $a$ yields
$$a^\dagger a-(Sa)^\dagger(Sa)=\psi^\dagger B\psi .$$
For $B\ge 0$ the right side is non-negative, so $S$ is contractive. If $S$ is unitary, then $\psi^\dagger B\psi=0$ for every $a$. Writing $B=C^\dagger C$ turns this into $\|C\psi\|^2=0$, so $B\psi=0$ for every $a$, which means $BGW=0$. Conversely, $BGW=0$ makes $D$ vanish. Unitarity therefore holds exactly when the absorber annihilates every state that the channels can excite, and in particular when $B=0$.

As for the existence of $G$, suppose $A\psi=0$. Then
$$0=\psi^\dagger(A-A^\dagger)\psi=i\left(\|W^\dagger\psi\|^2+\psi^\dagger B\psi\right).$$
Both terms in the bracket are non-negative, so $W^\dagger\psi=0$ and $B\psi=0$, and $A\psi=0$ reduces to $H\psi=E\psi$. Conversely, any $\psi$ with these three properties satisfies $A\psi=0$. So $G$ exists exactly when no nonzero eigenstate of $H$ at energy $E$ is hidden from both the channels and the absorber.

A small example is two sites with unit hopping, $W=1$, $B=1$ and $E=0$. Then
$$G=-\tfrac12\begin{pmatrix} i&1\\1&i\end{pmatrix},\qquad S=\tfrac12\begin{pmatrix}1&i\\ i&1\end{pmatrix},\qquad S^\dagger S=\tfrac12 .$$
When the flux arrives in one channel only, a quarter of it is reflected, a quarter is transmitted and half is absorbed.

## Sites, channels and the Green function in Lean

The finite types `n` and `m` label sites and channels, so `W : Matrix n m ℂ` may be rectangular. The superscript `ᴴ` is the adjoint, `*ᵥ` applies a matrix to a vector, and `star v ⬝ᵥ w` is the scalar product $v^\dagger w$. The matrix $A$ is `inverseGreen E H W B`, and $S$ is `scatteringMatrix W G`.

The Green function enters as a matrix `G` with the hypothesis `inverseGreen E H W B * G = 1`. For square matrices this fixes `G` as the inverse, and no such `G` exists when $A$ is singular.

The theorems say the following:

- `unitarity_deficit` is the matrix identity, and `flux_balance` is its expectation value in any vector `a`. Of $B$ they require only that it is Hermitian; positivity is not needed.
- `scattering_contractive` assumes `B.PosSemidef` and states $\sum_j|(Sa)_j|^2\le\sum_j|a_j|^2$.
- `unitary_iff` says, for positive semidefinite $B$, that $S$ is unitary if and only if `B * G * W = 0`, and `unitary_of_no_absorption` is the case $B=0$.
- `green_exists_iff` is the existence criterion, again for positive semidefinite $B$, and `two_site_witness` confirms the hypotheses, $G$ and $S$ of the example.

The condition $B\ge0$ says that the medium removes particles and never supplies them: an imaginary potential $-iB/2$ drains the norm of a state at a rate proportional to $\psi^\dagger B\psi$. Amplitudes are flux-normalised, so $|a_j|^2$ is the flux in channel $j$. Factors of $2\pi$ are absorbed into $W$; a convention with $S=1-2\pi i\,W'^\dagger G W'$ corresponds to $W=\sqrt{2\pi}\,W'$.

The model is non-interacting, finite and taken at one fixed energy. The Hermitian part of a lead self-energy can be included in $H$. The formula for $S$ is a definition here, whereas the Fisher–Lee relation proper obtains such a formula by matching to the propagating waves in the leads. What is proved is the flux balance for the resulting matrix.

```lean
import Mathlib

open Matrix
open scoped ComplexOrder

namespace FisherLeeAbsorption

noncomputable section

variable {n m : Type*} [Fintype n] [DecidableEq n] [Fintype m] [DecidableEq m]

/-- The inverse Green function `E - H + i (W Wᴴ + B) / 2` of a system with Hamiltonian `H`,
channel coupling `W` and absorption `B`. -/
def inverseGreen (E : ℝ) (H : Matrix n n ℂ) (W : Matrix n m ℂ) (B : Matrix n n ℂ) :
    Matrix n n ℂ :=
  (E : ℂ) • (1 : Matrix n n ℂ) - H + (Complex.I / 2) • (W * Wᴴ + B)

/-- The scattering matrix `S = 1 - i Wᴴ G W` between the channels. -/
def scatteringMatrix (W : Matrix n m ℂ) (G : Matrix n n ℂ) : Matrix m m ℂ :=
  1 - Complex.I • (Wᴴ * G * W)

variable {E : ℝ} {H B G : Matrix n n ℂ} {W : Matrix n m ℂ}

/-- A matrix moves to the other side of the scalar product as its adjoint. -/
lemma adjoint_dot {p q : Type*} [Fintype p] [Fintype q] (M : Matrix p q ℂ)
    (a : q → ℂ) (v : p → ℂ) : star (M *ᵥ a) ⬝ᵥ v = star a ⬝ᵥ (Mᴴ *ᵥ v) := by
  rw [Matrix.star_mulVec, ← Matrix.dotProduct_mulVec]

omit [Fintype n] [DecidableEq m] in
/-- The anti-Hermitian part of the inverse Green function comes from the channels and
the absorption only. -/
theorem inverseGreen_sub_adjoint (hH : H.IsHermitian) (hB : B.IsHermitian) :
    inverseGreen E H W B - (inverseGreen E H W B)ᴴ = Complex.I • (W * Wᴴ + B) := by
  have h1 : star (E : ℂ) = E := Complex.conj_ofReal E
  have h2 : star (Complex.I / 2) = -(Complex.I / 2) := by
    rw [Complex.star_def, map_div₀, Complex.conj_I, map_ofNat]
    ring
  have hA : (inverseGreen E H W B)ᴴ
      = (E : ℂ) • (1 : Matrix n n ℂ) - H - (Complex.I / 2) • (W * Wᴴ + B) := by
    simp only [inverseGreen, conjTranspose_add, conjTranspose_sub, conjTranspose_smul,
      conjTranspose_one, conjTranspose_mul, conjTranspose_conjTranspose, hH.eq, hB.eq, h1, h2]
    module
  rw [hA, inverseGreen]
  module

omit [DecidableEq m] in
/-- The adjoint of the Green function differs from the Green function by `Gᴴ - G = i Gᴴ (W Wᴴ + B)
G`. -/
theorem green_adjoint_sub (hH : H.IsHermitian) (hB : B.IsHermitian)
    (hG : inverseGreen E H W B * G = 1) :
    Gᴴ - G = Complex.I • (Gᴴ * (W * Wᴴ + B) * G) := by
  have hG' : Gᴴ * (inverseGreen E H W B)ᴴ = 1 := by
    rw [← conjTranspose_mul, hG, conjTranspose_one]
  calc Gᴴ - G = Gᴴ * (inverseGreen E H W B * G) - (Gᴴ * (inverseGreen E H W B)ᴴ) * G := by
        rw [hG, hG', mul_one, one_mul]
    _ = Gᴴ * (inverseGreen E H W B - (inverseGreen E H W B)ᴴ) * G := by noncomm_ring
    _ = _ := by rw [inverseGreen_sub_adjoint hH hB, Matrix.mul_smul, Matrix.smul_mul]

/-- The unitarity deficit of the scattering matrix is `1 - Sᴴ S = Wᴴ Gᴴ B G W`. -/
theorem unitarity_deficit (hH : H.IsHermitian) (hB : B.IsHermitian)
    (hG : inverseGreen E H W B * G = 1) :
    1 - (scatteringMatrix W G)ᴴ * scatteringMatrix W G = Wᴴ * Gᴴ * B * G * W := by
  have hS : (scatteringMatrix W G)ᴴ = 1 + Complex.I • (Wᴴ * Gᴴ * W) := by
    simp [scatteringMatrix, conjTranspose_sub, conjTranspose_smul, conjTranspose_mul,
      Matrix.mul_assoc]
  -- the difference Gᴴ - G, seen from the channels
  have key : Wᴴ * Gᴴ * W - Wᴴ * G * W
      = Complex.I • (Wᴴ * Gᴴ * W * (Wᴴ * G * W) + Wᴴ * Gᴴ * B * G * W) := by
    calc Wᴴ * Gᴴ * W - Wᴴ * G * W = Wᴴ * (Gᴴ - G) * W := by
          rw [Matrix.mul_sub, Matrix.sub_mul]
      _ = _ := by
          rw [green_adjoint_sub hH hB hG]
          simp only [Matrix.mul_smul, Matrix.smul_mul, Matrix.mul_add, Matrix.add_mul,
            Matrix.mul_assoc]
  have expand : ∀ X Y : Matrix m m ℂ, (1 + Complex.I • X) * (1 - Complex.I • Y)
      = 1 + Complex.I • (X - Y) + X * Y := by
    intro X Y
    simp only [Matrix.add_mul, Matrix.mul_sub, Matrix.mul_one, Matrix.one_mul,
      Matrix.smul_mul, Matrix.mul_smul, smul_add, smul_smul, Complex.I_mul_I]
    module
  rw [hS, scatteringMatrix, expand, key, smul_smul, Complex.I_mul_I]
  module

/-- Flux balance: incoming minus outgoing flux equals the expectation value of `B` in the
internal state `G W a` excited by the incoming amplitudes `a`. -/
theorem flux_balance (hH : H.IsHermitian) (hB : B.IsHermitian)
    (hG : inverseGreen E H W B * G = 1) (a : m → ℂ) :
    star a ⬝ᵥ a - star (scatteringMatrix W G *ᵥ a) ⬝ᵥ (scatteringMatrix W G *ᵥ a)
      = star (G *ᵥ (W *ᵥ a)) ⬝ᵥ (B *ᵥ (G *ᵥ (W *ᵥ a))) := by
  have h := congrArg (fun M => star a ⬝ᵥ (M *ᵥ a)) (unitarity_deficit hH hB hG)
  simp only [Matrix.sub_mulVec, Matrix.one_mulVec, dotProduct_sub,
    ← Matrix.mulVec_mulVec] at h
  rw [adjoint_dot, adjoint_dot, adjoint_dot]
  exact h

/-- The scattering matrix is contractive: the outgoing flux never exceeds the incoming flux. -/
theorem scattering_contractive (hH : H.IsHermitian) (hB : B.PosSemidef)
    (hG : inverseGreen E H W B * G = 1) (a : m → ℂ) :
    ∑ j, ‖(scatteringMatrix W G *ᵥ a) j‖ ^ 2 ≤ ∑ j, ‖a j‖ ^ 2 := by
  have hnorm : ∀ v : m → ℂ, star v ⬝ᵥ v = ((∑ j, ‖v j‖ ^ 2 : ℝ) : ℂ) := by
    intro v
    simp [dotProduct, Complex.conj_mul']
  have p := hB.dotProduct_mulVec_nonneg (G *ᵥ (W *ᵥ a))
  rw [← flux_balance hH hB.isHermitian hG a, hnorm, hnorm, ← Complex.ofReal_sub] at p
  exact sub_nonneg.mp (Complex.zero_le_real.mp p)

/-- The scattering matrix is unitary exactly when the absorption `B` annihilates every
internal state excited from the channels. -/
theorem unitary_iff (hH : H.IsHermitian) (hB : B.PosSemidef)
    (hG : inverseGreen E H W B * G = 1) :
    scatteringMatrix W G ∈ Matrix.unitaryGroup m ℂ ↔ B * G * W = 0 := by
  rw [Matrix.mem_unitaryGroup_iff', Matrix.star_eq_conjTranspose]
  constructor
  · intro h
    have hz : ∀ a : m → ℂ, B *ᵥ (G *ᵥ (W *ᵥ a)) = 0 := by
      intro a
      have f := flux_balance hH hB.isHermitian hG a
      rw [adjoint_dot (scatteringMatrix W G) a, Matrix.mulVec_mulVec, h,
        Matrix.one_mulVec, sub_self] at f
      exact (hB.dotProduct_mulVec_zero_iff _).mp f.symm
    -- test on one channel at a time
    ext i j
    have hj := congrFun (hz (Pi.single j 1)) i
    rw [Matrix.mulVec_mulVec, Matrix.mulVec_mulVec, Matrix.mulVec_single_one] at hj
    exact hj
  · intro h
    have d := unitarity_deficit hH hB.isHermitian hG
    have hz : Wᴴ * Gᴴ * B * G * W = Wᴴ * Gᴴ * (B * G * W) := by
      simp only [Matrix.mul_assoc]
    rw [hz, h, Matrix.mul_zero] at d
    exact (sub_eq_zero.mp d).symm

/-- Without absorption the scattering matrix is unitary. -/
theorem unitary_of_no_absorption (hH : H.IsHermitian)
    (hG : inverseGreen E H W 0 * G = 1) :
    scatteringMatrix W G ∈ Matrix.unitaryGroup m ℂ :=
  (unitary_iff hH Matrix.PosSemidef.zero hG).mpr (by simp)

omit [DecidableEq m] in
/-- The Green function exists at energy `E` exactly when no nonzero eigenstate of `H` at `E`
is decoupled from both the channels and the absorption. -/
theorem green_exists_iff (hH : H.IsHermitian) (hB : B.PosSemidef) :
    (∃ G, inverseGreen E H W B * G = 1) ↔
      ∀ ψ : n → ℂ, H *ᵥ ψ = (E : ℂ) • ψ → Wᴴ *ᵥ ψ = 0 → B *ᵥ ψ = 0 → ψ = 0 := by
  have happ : ∀ ψ : n → ℂ, inverseGreen E H W B *ᵥ ψ
      = (E : ℂ) • ψ - H *ᵥ ψ + (Complex.I / 2) • (W *ᵥ (Wᴴ *ᵥ ψ) + B *ᵥ ψ) := by
    intro ψ
    simp only [inverseGreen, Matrix.add_mulVec, Matrix.sub_mulVec, Matrix.smul_mulVec,
      Matrix.one_mulVec, Matrix.mulVec_mulVec]
  constructor
  · rintro ⟨G, hG⟩ ψ h1 h2 h3
    have h0 : inverseGreen E H W B *ᵥ ψ = 0 := by
      rw [happ, h1, h2, h3]
      simp
    calc ψ = (G * inverseGreen E H W B) *ᵥ ψ := by
          rw [mul_eq_one_comm.mp hG, Matrix.one_mulVec]
      _ = 0 := by rw [← Matrix.mulVec_mulVec, h0, Matrix.mulVec_zero]
  · intro h
    have hdet : (inverseGreen E H W B).det ≠ 0 := by
      intro h0
      obtain ⟨ψ, hne, hψ⟩ := Matrix.exists_mulVec_eq_zero_iff.mpr h0
      -- the anti-Hermitian part has zero expectation value in a null state
      have q : star ψ ⬝ᵥ ((inverseGreen E H W B - (inverseGreen E H W B)ᴴ) *ᵥ ψ) = 0 := by
        rw [Matrix.sub_mulVec, dotProduct_sub, ← adjoint_dot, hψ]
        simp
      rw [inverseGreen_sub_adjoint hH hB.isHermitian, Matrix.smul_mulVec, dotProduct_smul,
        smul_eq_mul, Matrix.add_mulVec, dotProduct_add, ← Matrix.mulVec_mulVec] at q
      have q' := (mul_eq_zero.mp q).resolve_left Complex.I_ne_zero
      have w : star ψ ⬝ᵥ (W *ᵥ (Wᴴ *ᵥ ψ)) = star (Wᴴ *ᵥ ψ) ⬝ᵥ (Wᴴ *ᵥ ψ) := by
        rw [adjoint_dot, conjTranspose_conjTranspose]
      rw [w] at q'
      obtain ⟨hw, hb⟩ := (add_eq_zero_iff_of_nonneg (dotProduct_star_self_nonneg _)
        (hB.dotProduct_mulVec_nonneg ψ)).mp q'
      have hW := dotProduct_star_self_eq_zero.mp hw
      have hB0 := (hB.dotProduct_mulVec_zero_iff ψ).mp hb
      rw [happ, hW, hB0, Matrix.mulVec_zero, add_zero, smul_zero, add_zero] at hψ
      exact hne (h ψ (sub_eq_zero.mp hψ).symm hW hB0)
    exact ⟨(inverseGreen E H W B)⁻¹,
      Matrix.mul_nonsing_inv _ (isUnit_iff_ne_zero.mpr hdet)⟩

/-- Two sites with unit hopping, each with its own channel and unit absorption, at `E = 0`:
the Green function and the scattering matrix in closed form. -/
theorem two_site_witness :
    (!![0, 1; 1, 0] : Matrix (Fin 2) (Fin 2) ℂ).IsHermitian ∧
    (1 : Matrix (Fin 2) (Fin 2) ℂ).PosSemidef ∧
    inverseGreen 0 !![0, 1; 1, 0] (1 : Matrix (Fin 2) (Fin 2) ℂ) 1
      * !![-Complex.I / 2, -1 / 2; -1 / 2, -Complex.I / 2] = 1 ∧
    scatteringMatrix (1 : Matrix (Fin 2) (Fin 2) ℂ)
      !![-Complex.I / 2, -1 / 2; -1 / 2, -Complex.I / 2]
      = !![1 / 2, Complex.I / 2; Complex.I / 2, 1 / 2] := by
  refine ⟨?_, Matrix.PosSemidef.one, ?_, ?_⟩
  · ext i j
    fin_cases i <;> fin_cases j <;> simp
  · ext i j
    fin_cases i <;> fin_cases j <;>
      simp [inverseGreen, Matrix.mul_apply, Fin.sum_univ_two, Matrix.one_apply,
        Complex.ext_iff] <;> norm_num
  · ext i j
    fin_cases i <;> fin_cases j <;>
      simp [scatteringMatrix, Complex.ext_iff] <;> norm_num

end

end FisherLeeAbsorption
```

```lean
#print axioms FisherLeeAbsorption.scattering_contractive
-- 'FisherLeeAbsorption.scattering_contractive' depends on axioms: [propext, Classical.choice, Quot.sound]
#print axioms FisherLeeAbsorption.unitary_of_no_absorption
-- 'FisherLeeAbsorption.unitary_of_no_absorption' depends on axioms: [propext, Classical.choice, Quot.sound]
#print axioms FisherLeeAbsorption.green_exists_iff
-- 'FisherLeeAbsorption.green_exists_iff' depends on axioms: [propext, Classical.choice, Quot.sound]
```

## From the adjoint of $A$ to the flux balance

`inverseGreen_sub_adjoint` computes $A^\dagger$ from the conjugates of $E$ and $i/2$ and the Hermiticity of $H$ and $B$; `module` then collects the linear combination. `green_adjoint_sub` follows the chain for $G^\dagger-G$ above: `hG'` is the adjoint relation $G^\dagger A^\dagger=1$, and `noncomm_ring` regroups the products without commuting any matrices.

In `unitarity_deficit`, `hS` is the adjoint of $S$, `key` is the equation $X-Y=i(XY+D)$, and `expand` multiplies out $(1+iX)(1-iY)$. Substituting the three leaves the cancellation of $XY$ to `module`.

`flux_balance` applies both sides of that identity to `a` and takes the scalar product with `a`. The lemma `adjoint_dot`, which moves a matrix across the scalar product as its adjoint, is used once each for $S$, $G$ and $W$. In `scattering_contractive`, `hnorm` rewrites $v^\dagger v$ as a real sum of squared moduli, so that positivity of $\psi^\dagger B\psi$ becomes an inequality between real numbers.

For the forward direction of `unitary_iff`, unitarity makes the left side of the flux balance zero, and `dotProduct_mulVec_zero_iff` turns $\psi^\dagger B\psi=0$ into $B\psi=0$. Choosing `a` as a unit amplitude in a single channel, `Pi.single j 1`, shows that column `j` of $BGW$ vanishes. The reverse direction substitutes $BGW=0$ into the deficit.

`green_exists_iff` first writes out $A\psi$ in `happ`. If $G$ exists, it is also a left inverse, so a state with $A\psi=0$ must be zero. For the other direction, a vanishing determinant would supply a nonzero null vector. The expectation value `q` then splits into two non-negative terms with sum zero, and the resulting state contradicts the hypothesis. The two-site example is checked entry by entry.

## The residual to print in a transport code

In a program one solves a linear system for $GW$ and does not need the full inverse. With `n` sites and `m` channels, and with `X` now standing for $GW$, in NumPy:

```python
A = E*np.eye(n) - H + 0.5j*(W @ W.conj().T + B)
X = np.linalg.solve(A, W)              # X = G W
S = np.eye(m) - 1j*W.conj().T @ X
residual = np.eye(m) - S.conj().T @ S - X.conj().T @ B @ X
```

In exact arithmetic `residual` is zero. A value well above rounding error signals a mistake, for example an inaccurate solve, a non-Hermitian $H$ or $B$, or a wrong sign or factor in the coupling or absorption term. A wrong but Hermitian $H$ passes unnoticed, and so does a wrong $W$ or a wrong Hermitian $B$ that is used consistently in all the lines, because the identity holds for all such matrices.

The identity also covers the small imaginary part $\eta>0$ that is often added to the energy. Replacing $E$ by $E+i\eta$ in $A$, with $H$ and $W$ unchanged, amounts to adding $2\eta$ times the identity to $B$, so a calculation with no other absorption shows the deficit $2\eta\,W^\dagger G^\dagger G W$. If the program puts $E+i\eta$ into `A` and leaves `B` alone, `residual` equals this term instead of zero; replacing `B` by `B + 2*eta*np.eye(n)` in the last line only removes it. Near a narrow resonance this can be noticeable even when $\eta$ is small, since $G$ is large there.
